# The derivative of a quadratic energy curve e + gV + kV²/2 is g + kV

An energy that depends quadratically on a real coordinate V, E(V) = e + gV + kV²/2, has derivative g + kV at every V. The three coefficients are arbitrary real numbers; the curve is given outright, not derived from a Hamiltonian, and k may have either sign or vanish. The proof differentiates the linear and quadratic parts by the standard rules and adds the results. It then has to show that the derivative so obtained equals `A.slope V`, by unfolding the definition of the slope and finishing with `ring`.

The first attempt, which Lean rejects:

```lean
import Mathlib

open MeasureTheory

namespace HasDerivAtEnergy

noncomputable section

/-- A quadratic energy curve `e + g V + k V² / 2`, given by its three real coefficients. -/
structure QuadraticCurve where
  e : ℝ
  g : ℝ
  k : ℝ

namespace QuadraticCurve

/-- The energy of the curve at the coordinate `V`. -/
def energy (A : QuadraticCurve) (V : ℝ) : ℝ := A.e + A.g * V + A.k / 2 * V ^ 2

/-- The slope `g + k V` of the curve at the coordinate `V`. -/
def slope (A : QuadraticCurve) (V : ℝ) : ℝ := A.g + A.k * V

end QuadraticCurve

open QuadraticCurve

/-- The first derivative of the energy is the slope. -/
theorem hasDerivAt_energy (A : QuadraticCurve) (V : ℝ) :
    HasDerivAt A.energy (A.slope V) V := by
  have h := (((hasDerivAt_id' V).const_mul A.g).const_add A.e).fun_add
    (((hasDerivAt_id' V).fun_pow 2).const_mul (A.k / 2))
  refine h.congr_deriv ?_
  simp only [slope, Nat.reduceSub, Nat.cast_ofNat]
  ring

end

end HasDerivAtEnergy
```

The compiler's answer:

```
Main.lean:33:13: error: Invalid simp theorem: Expected a proposition, but found
  QuadraticCurve → ℝ → ℝ
Try this:
  [apply] ring_nf
  
  The `ring` tactic failed to close the goal. Use `ring_nf` to obtain a normal form.
    
  Note that `ring` works primarily in *commutative* rings. If you have a noncommutative ring, abelian group or module, consider using `noncomm_ring`, `abel` or `module` instead.
Main.lean:29:41: error: unsolved goals
A : QuadraticCurve
V : ℝ
h : HasDerivAt (fun i => A.e + A.g * i + A.k / 2 * i ^ 2) (A.g * 1 + A.k / 2 * (↑2 * V ^ (2 - 1) * 1)) V
⊢ A.g + A.k * V = A.slope V
```

Diagnosis. The name `slope` is ambiguous here: Mathlib has a general `slope` at the root, and `open QuadraticCurve` makes the curve's own `slope` available under the same short name. Given a name that stands for a single definition, `simp only` unfolds it. Given an ambiguous one, it elaborates the name as a term and expects a proof. The reading that fits is the curve's slope, a function of type `QuadraticCurve → ℝ → ℝ`, hence the complaint that this is not a proposition.

The other two messages follow from the first. Lean carries on after the error with `slope` still folded. `ring` tidies the computed derivative to `A.g + A.k * V`, but it does not unfold `A.slope V`, so the equation between them stays open.

Writing `QuadraticCurve.slope` singles out the intended definition. `simp only` can then unfold it, and `ring` proves the remaining identity.

This version goes through:

```diff
@@ -31,5 +31,5 @@
     (((hasDerivAt_id' V).fun_pow 2).const_mul (A.k / 2))
   refine h.congr_deriv ?_
-  simp only [slope, Nat.reduceSub, Nat.cast_ofNat]
+  simp only [QuadraticCurve.slope, Nat.reduceSub, Nat.cast_ofNat]
   ring
 
```
